# Invariantly weighted gap sums vanish in every nontrivial one-component pairing channel on a finite momentum grid

Let a group $G$ act on a set $K$ of momenta, with $gk$ the image of $k$ under $g$. A gap function $\Delta:K\to\mathbb C$ lies in the channel $\chi$ when

$$\Delta(gk)=\chi(g)\,\Delta(k)\quad\text{for all } g,k,$$

where $\chi$ is a homomorphism from $G$ to the nonzero complex numbers. If your code transforms functions by $(g\Delta)(k)=\Delta(g^{-1}k)$, its character is $\chi^{-1}$. A weight $w:K\to\mathbb C$ is invariant when $w(gk)=w(k)$.

## Sum rule, orthogonality and nodes

- For finite $K$, invariant $w$ and $\Delta$ in a channel $\chi\neq1$, $\sum_k w(k)\Delta(k)=0$.
- For finite $G$ and $K$, invariant $w$, and $\Delta_1$, $\Delta_2$ in channels $\chi_1\neq\chi_2$, $\sum_k w(k)\overline{\Delta_1(k)}\Delta_2(k)=0$.
- For finite $G$, every gap function of the channel vanishes at $k$ if and only if some $g$ has $gk=k$ and $\chi(g)\neq1$.

## On-site repulsion in a d-wave gap equation

Take a one-band mean-field model on a square grid of $N$ momenta that exchange of the axes maps onto itself, with $d_k=\cos k_x-\cos k_y$ and interaction $V_{kk'}=U-V d_kd_{k'}$. At temperature $T>0$ the gap equation is

$$\Delta_k=-\frac1N\sum_{k'}V_{kk'}\,w_{k'}\Delta_{k'},\qquad w_k=\frac{\tanh(E_k/2k_BT)}{2E_k},$$

with $E_k=\sqrt{\xi_k^2+|\Delta_k|^2}$ and $w_k=1/(4k_BT)$ where $E_k=0$. Here $\xi_k=\xi_{-k}$ is the band energy measured from the chemical potential. If it is symmetric under exchange of the axes, so is $w_k$ for $\Delta_k=\Delta_0d_k$. The $U$ term is then $-(U/N)\sum_{k'}w_{k'}\Delta_{k'}=0$, and for $\Delta_0\neq0$, on a grid where $d_k$ is not identically zero, the equation reduces to $1=(V/N)\sum_k w_kd_k^2$. On the diagonal $k_x=k_y$ the gap vanishes and $E_k=|\xi_k|$.

## Relabelling and symmetrizing

Suppose a permutation $e$ of $K$ satisfies $F(ek)=cF(k)$ with $c\neq1$. Relabelling gives

$$A=\sum_kF(k)=\sum_kF(ek)=cA,$$

so $(1-c)A=0$ and $A=0$. For the sum rule, choose $g$ with $\chi(g)\neq1$ and set $F=w\Delta$, $c=\chi(g)$.

For orthogonality, choose $g$ with $\chi_1(g)\neq\chi_2(g)$. Since $\chi_1(g)^{|G|}=\chi_1(g^{|G|})=1$, we have $|\chi_1(g)|=1$. The summand acquires $c=\overline{\chi_1(g)}\chi_2(g)$. If $c$ were 1, multiplying by $\chi_1(g)$ would give $\chi_2(g)=\chi_1(g)$, a contradiction.

If $gk=k$, then $\Delta(k)=\chi(g)\Delta(k)$, which forces $\Delta(k)=0$ when $\chi(g)\neq1$. Conversely, suppose $\chi=1$ on the stabilizer $G_k$, the set of $g$ fixing $k$. For any $f:K\to\mathbb C$ define

$$(Sf)(q)=\sum_g\chi(g)^{-1}f(gq).$$

Substituting $g'=gh$ gives

$$(Sf)(hq)=\sum_{g'}\chi(h)\chi(g')^{-1}f(g'q)=\chi(h)(Sf)(q),$$

so $Sf$ lies in the channel. For $f$ equal to 1 at $k$ and 0 elsewhere, $(Sf)(k)=|G_k|\geq1$. The normalised projector $S/|G|$ gives $|G_k|/|G|$.

## The Lean file

```lean
import Mathlib

open ComplexConjugate

namespace PairingChannels

noncomputable section

variable {G K : Type*} [Group G]

/-- The gap function `Δ` belongs to the pairing channel `χ`: moving the momentum by a
symmetry `g` multiplies the gap by `χ g`. -/
def InChannel (ρ : G →* Equiv.Perm K) (χ : G →* ℂˣ) (Δ : K → ℂ) : Prop :=
  ∀ g k, Δ (ρ g k) = (χ g : ℂ) * Δ k

/-- A weight on the momenta is invariant if it takes equal values at momenta related by
a symmetry. -/
def InvariantWeight (ρ : G →* Equiv.Perm K) (w : K → ℂ) : Prop :=
  ∀ g k, w (ρ g k) = w k

/-- If a permutation of finitely many momenta multiplies a function by a constant other
than one, the sum of the function over all momenta is zero. -/
theorem sum_eq_zero_of_phase [Fintype K] (e : Equiv.Perm K) (F : K → ℂ) (c : ℂ)
    (hc : c ≠ 1) (h : ∀ k, F (e k) = c * F k) : ∑ k, F k = 0 := by
  -- relabelling the momenta does not change the sum
  have h1 : ∑ k, F k = c * ∑ k, F k := by
    calc ∑ k, F k = ∑ k, F (e k) := (Equiv.sum_comp e F).symm
      _ = c * ∑ k, F k := by
        rw [Finset.mul_sum]
        exact Finset.sum_congr rfl fun k _ => h k
  have h2 : (1 - c) * ∑ k, F k = 0 := by linear_combination h1
  exact (mul_eq_zero.mp h2).resolve_left (sub_ne_zero.mpr hc.symm)

/-- In a nontrivial pairing channel on finitely many momenta, the sum of the gap function
against any invariant weight is zero. -/
theorem weighted_gap_sum_eq_zero [Fintype K] {ρ : G →* Equiv.Perm K} {χ : G →* ℂˣ}
    {Δ w : K → ℂ} (hχ : χ ≠ 1) (hΔ : InChannel ρ χ Δ) (hw : InvariantWeight ρ w) :
    ∑ k, w k * Δ k = 0 := by
  obtain ⟨g, hg⟩ : ∃ g, χ g ≠ 1 := by
    by_contra hcon
    exact hχ (MonoidHom.ext fun g => by_contra fun hg => hcon ⟨g, hg⟩)
  refine sum_eq_zero_of_phase (ρ g) _ (χ g : ℂ) (fun h => hg (Units.ext h)) fun k => ?_
  rw [hw g k, hΔ g k]
  ring

/-- Gap functions of two different channels of a finite symmetry group, on finitely many
momenta, are orthogonal with respect to any invariant weight. -/
theorem channels_orthogonal [Fintype G] [Fintype K] {ρ : G →* Equiv.Perm K}
    {χ₁ χ₂ : G →* ℂˣ} {Δ₁ Δ₂ w : K → ℂ} (hχ : χ₁ ≠ χ₂) (h₁ : InChannel ρ χ₁ Δ₁)
    (h₂ : InChannel ρ χ₂ Δ₂) (hw : InvariantWeight ρ w) :
    ∑ k, w k * (conj (Δ₁ k) * Δ₂ k) = 0 := by
  obtain ⟨g, hg⟩ : ∃ g, χ₁ g ≠ χ₂ g := by
    by_contra hcon
    exact hχ (MonoidHom.ext fun g => by_contra fun hg => hcon ⟨g, hg⟩)
  -- characters of a finite group have modulus one
  have hp : (χ₁ g : ℂ) ^ Fintype.card G = 1 := by
    rw [← Units.val_pow_eq_pow_val, ← map_pow, pow_card_eq_one, map_one, Units.val_one]
  have hn : ‖(χ₁ g : ℂ)‖ = 1 :=
    (pow_eq_one_iff_of_nonneg (norm_nonneg _) Fintype.card_ne_zero).mp
      (by rw [← norm_pow, hp, norm_one])
  have hu : (χ₁ g : ℂ) * conj (χ₁ g : ℂ) = 1 := by
    rw [Complex.mul_conj, Complex.normSq_eq_norm_sq, hn]
    norm_num
  refine sum_eq_zero_of_phase (ρ g) _ (conj (χ₁ g : ℂ) * (χ₂ g : ℂ)) (fun hc => ?_)
    fun k => ?_
  · apply hg
    apply Units.ext
    linear_combination (χ₂ g : ℂ) * hu - (χ₁ g : ℂ) * hc
  · rw [hw g k, h₁ g k, h₂ g k, map_mul]
    ring

/-- A gap function in the channel `χ` vanishes at every momentum fixed by a symmetry `g` with
`χ g ≠ 1`. -/
theorem gap_eq_zero_of_fixed {ρ : G →* Equiv.Perm K} {χ : G →* ℂˣ} {Δ : K → ℂ}
    (hΔ : InChannel ρ χ Δ) {g : G} {k : K} (hk : ρ g k = k) (hg : χ g ≠ 1) :
    Δ k = 0 := by
  have h := hΔ g k
  rw [hk] at h
  have h2 : (1 - (χ g : ℂ)) * Δ k = 0 := by linear_combination h
  exact (mul_eq_zero.mp h2).resolve_left
    (sub_ne_zero.mpr fun h1 => hg (Units.ext h1.symm))

/-- The symmetrization of a function of momentum: its sum over all symmetry operations,
weighted by the inverse character. -/
def symmetrize [Fintype G] (ρ : G →* Equiv.Perm K) (χ : G →* ℂˣ) (f : K → ℂ) (k : K) : ℂ :=
  ∑ g, (((χ g)⁻¹ : ℂˣ) : ℂ) * f (ρ g k)

/-- Symmetrizing any function of momentum over a finite group gives a gap function in
the channel `χ`. -/
theorem symmetrize_inChannel [Fintype G] (ρ : G →* Equiv.Perm K) (χ : G →* ℂˣ)
    (f : K → ℂ) : InChannel ρ χ (symmetrize ρ χ f) := by
  intro h k
  unfold symmetrize
  rw [Finset.mul_sum]
  -- shift the summation variable from g to g * h
  refine Eq.trans ?_ (Equiv.sum_comp (Equiv.mulRight h)
    (fun g => (χ h : ℂ) * ((((χ g)⁻¹ : ℂˣ) : ℂ) * f (ρ g k))))
  refine Finset.sum_congr rfl fun g _ => ?_
  have hu : (χ h : ℂ) * (((χ h)⁻¹ : ℂˣ) : ℂ) = 1 := Units.mul_inv _
  simp only [Equiv.coe_mulRight, map_mul, Equiv.Perm.mul_apply, mul_inv, Units.val_mul]
  linear_combination (-((((χ g)⁻¹ : ℂˣ) : ℂ) * f (ρ g (ρ h k)))) * hu

/-- For a finite symmetry group, all gap functions of a channel vanish at the momentum `k`
exactly when some symmetry fixes `k` and has character different from one. -/
theorem symmetry_enforced_node_iff [Fintype G] (ρ : G →* Equiv.Perm K) (χ : G →* ℂˣ)
    (k : K) :
    (∀ Δ, InChannel ρ χ Δ → Δ k = 0) ↔ ∃ g, ρ g k = k ∧ χ g ≠ 1 := by
  classical
  constructor
  · intro h
    by_contra hno
    -- symmetrize the function concentrated at k
    have h0 := h _ (symmetrize_inChannel ρ χ (fun q => if q = k then 1 else 0))
    have hs : symmetrize ρ χ (fun q => if q = k then 1 else 0) k
        = ∑ g : G, if ρ g k = k then (1 : ℂ) else 0 := by
      unfold symmetrize
      refine Finset.sum_congr rfl fun g _ => ?_
      by_cases hg : ρ g k = k
      · have h1 : χ g = 1 := by_contra fun hc => hno ⟨g, hg, hc⟩
        simp [hg, h1]
      · simp [hg]
    -- its value at k counts the symmetries that fix k
    rw [hs, Finset.sum_boole, Nat.cast_eq_zero, Finset.card_eq_zero] at h0
    exact absurd h0 (Finset.ne_empty_of_mem (a := (1 : G)) (by simp))
  · rintro ⟨g, hk, hg⟩ Δ hΔ
    exact gap_eq_zero_of_fixed hΔ hk hg

/-- Permutations of the two axes acting on a 4 × 4 grid of momenta. -/
def axisExchange : Equiv.Perm (Fin 2) →* Equiv.Perm (Fin 2 → Fin 4) where
  toFun σ := Equiv.arrowCongr σ (Equiv.refl _)
  map_one' := Equiv.ext fun _ => rfl
  map_mul' _ _ := Equiv.ext fun _ => rfl

/-- The character given by the sign of a permutation of the two axes. -/
def mirrorSign : Equiv.Perm (Fin 2) →* ℂˣ :=
  (Units.map (Int.castRingHom ℂ : ℤ →* ℂ)).comp Equiv.Perm.sign

/-- The d-wave gap `cos kx - cos ky` on the 4 × 4 grid, with momenta in steps of `π / 2`. -/
def dWave (k : Fin 2 → Fin 4) : ℂ :=
  ((Real.cos (Real.pi / 2 * ((k 0 : ℕ) : ℝ))
    - Real.cos (Real.pi / 2 * ((k 1 : ℕ) : ℝ)) : ℝ) : ℂ)

/-- The d-wave gap lies in the sign channel of the axis exchange, this channel is
nontrivial, and the gap equals 2 at the momentum `(0, π)`. -/
theorem dWave_witness :
    InChannel axisExchange mirrorSign dWave ∧ mirrorSign ≠ 1 ∧ dWave ![0, 2] = 2 := by
  have hs : (mirrorSign (Equiv.swap 0 1) : ℂ) = -1 := by
    simp [mirrorSign]
  refine ⟨?_, ?_, ?_⟩
  · intro σ k
    have hσ : σ = 1 ∨ σ = Equiv.swap 0 1 := by
      revert σ
      decide
    rcases hσ with rfl | rfl
    · simp
    · have h0 : axisExchange (Equiv.swap 0 1) k 0 = k 1 :=
        congrArg k (by decide : (Equiv.swap (0 : Fin 2) 1).symm 0 = 1)
      have h1 : axisExchange (Equiv.swap 0 1) k 1 = k 0 :=
        congrArg k (by decide : (Equiv.swap (0 : Fin 2) 1).symm 1 = 0)
      simp only [dWave, h0, h1, hs]
      push_cast
      ring
  · intro h
    have h1 : (mirrorSign (Equiv.swap 0 1) : ℂ) = 1 := by
      rw [h]
      rfl
    rw [hs] at h1
    norm_num at h1
  · have h0 : Real.cos (Real.pi / 2 * (((0 : Fin 4) : ℕ) : ℝ)) = 1 := by simp
    have h2 : Real.cos (Real.pi / 2 * (((2 : Fin 4) : ℕ) : ℝ)) = -1 := by
      rw [show ((2 : Fin 4) : ℕ) = 2 from rfl,
        show Real.pi / 2 * ((2 : ℕ) : ℝ) = Real.pi by push_cast; ring, Real.cos_pi]
    change ((Real.cos (Real.pi / 2 * (((0 : Fin 4) : ℕ) : ℝ))
      - Real.cos (Real.pi / 2 * (((2 : Fin 4) : ℕ) : ℝ)) : ℝ) : ℂ) = 2
    rw [h0, h2]
    norm_num

end

end PairingChannels
```

```lean
#print axioms PairingChannels.weighted_gap_sum_eq_zero
-- 'PairingChannels.weighted_gap_sum_eq_zero' depends on axioms: [propext, Classical.choice, Quot.sound]
#print axioms PairingChannels.channels_orthogonal
-- 'PairingChannels.channels_orthogonal' depends on axioms: [propext, Classical.choice, Quot.sound]
#print axioms PairingChannels.symmetry_enforced_node_iff
-- 'PairingChannels.symmetry_enforced_node_iff' depends on axioms: [propext, Classical.choice, Quot.sound]
```

## Reading the theorems and their limits

The action is `ρ : G →* Equiv.Perm K`, so every symmetry must map the grid onto itself. `InChannel` and `InvariantWeight` are the two definitions above, and `χ ≠ 1` says that the channel is nontrivial.

`sum_eq_zero_of_phase` is the relabelling argument, with `Equiv.sum_comp` as the change of label; `weighted_gap_sum_eq_zero` and `channels_orthogonal` apply it. `gap_eq_zero_of_fixed` gives the node. `symmetrize_inChannel` shifts the group sum with `Equiv.mulRight h`, and `symmetry_enforced_node_iff` counts the stabilizer with `Finset.sum_boole`; the identity makes that count nonzero.

`dWave_witness` checks a $4\times4$ grid where the integer $n$ stands for $\pi n/2$. Exchanging the axes changes the sign of $d_k$, and $d_{(0,\pi)}=1-(-1)=2$. The gap also vanishes at $(\pi/2,3\pi/2)$, which the exchange does not fix, so this two-element group does not enforce that zero.

The node criterion ranges over all functions in the channel, not just solutions of a gap equation. The parity required by Fermi statistics, $\Delta(-k)=\Delta(k)$ for spin singlets and $\Delta(-k)=-\Delta(k)$ for triplets, is not imposed, so the nonzero function built in the converse may lack it unless inversion belongs to $G$ with the matching character. Multicomponent gaps, such as a $(p_x,p_y)$ pair, and matrix gaps in spin or orbital space fall outside the scalar model. Weights may be complex or negative, so the orthogonality sum is an inner product only for positive $w$.
